# Coupling scaling and concavity for the lowest eigenvalue of T/r² + λV/r with Hermitian matrices

Multiplying the interaction between electrons by a coupling constant λ between 0 and 1 gives a system at partial coupling, whose ground energy is wanted here. Take jellium: a fixed number of electrons with Coulomb interaction in a periodic box, with a uniform neutralising background instead of nuclei. In a finite plane-wave basis that scales with the box, no new diagonalisation is needed if the full-coupling energy is known as a function of the length scale r: read it at λr and multiply by λ².

Let T and V be Hermitian operators on a non-zero finite-dimensional complex Hilbert space. For jellium, T is the kinetic energy and V the whole Coulomb energy at r = 1, background included, so λ multiplies the background terms too. Let E(λ,r) be the lowest eigenvalue of T/r² + λV/r, with λ, r > 0. Then

E(λ,r) = λ² E(1,λr),

r²E(1,r) is concave in r, and E(1,r) is at most the expectation value of T/r² + V/r in any unit ground vector of T.

## Common factors and trial vectors

Write g(A) for the lowest eigenvalue of a Hermitian A, and ⟨A⟩ for ⟨x,Ax⟩ in a unit vector x. Expanding x in an orthonormal eigenbasis with coefficients cᵢ and eigenvalues eᵢ gives

⟨A⟩ = Σᵢ |cᵢ|² eᵢ ≥ g(A),

with equality for a ground vector. A positive factor multiplies every eigenvalue, so the scaling follows from

T/r² + λV/r = λ² [T/(λr)² + V/(λr)].

In the same way, the factor r² gives

G(r) := r²E(1,r) = g(T + rV).

For concavity, take r, s > 0 and a, b ≥ 0 with a + b = 1, and let x be a unit ground vector of T + (ar + bs)V. Then

G(ar + bs) = a(⟨T⟩ + r⟨V⟩) + b(⟨T⟩ + s⟨V⟩) ≥ aG(r) + bG(s).

Now let t₀ = g(T), with unit ground vector ψ. Using ψ as a trial vector gives G(r) ≤ t₀ + r⟨ψ,Vψ⟩, hence

E(1,r) ≤ t₀/r² + ⟨ψ,Vψ⟩/r.

The scaled shift r(E(1,r) − t₀/r²) equals (G(r) − t₀)/r. For 0 < r ≤ s and x a unit ground vector of T + rV, we have ⟨T⟩ ≥ t₀, so

(G(s) − t₀)/s ≤ (⟨T⟩ − t₀)/s + ⟨V⟩ ≤ (⟨T⟩ − t₀)/r + ⟨V⟩ = (G(r) − t₀)/r.

The scaled shift therefore never increases with r.

Finally, rE(1,r) = g(T/r + V). With φ a unit ground vector of V,

t₀/r + g(V) ≤ rE(1,r) ≤ ⟨φ,Tφ⟩/r + g(V),

and both bounds tend to g(V) as r → ∞.

If the Hilbert space has dimension one, T and V are real numbers t and v, and E(1,r) = t/r² + v/r. Then G(r) = t + rv is a straight line and the scaled shift is the constant v. The same case warns against dropping the factor r² from the concavity statement: for t = 1 and v = 0, E(1,r) = 1/r² is strictly convex.

## Operators and energies in Lean

```lean
import Mathlib

open Module.End Filter Topology

namespace JelliumCouplingScaling

noncomputable section

variable {H : Type*} [NormedAddCommGroup H] [InnerProductSpace ℂ H]
```

The space `H` can be the antisymmetric many-electron space of a finite basis.

```lean
/-- The expectation value `⟨x, A x⟩` (its real part) of an operator in the vector `x`. -/
def expectation (A : H →ₗ[ℂ] H) (x : H) : ℝ := (inner ℂ x (A x)).re
```

For a Hermitian operator the expectation value is already real, so taking the real part loses nothing.

```lean
/-- The ground energy: the infimum of the real eigenvalues of an operator. -/
def groundEnergy (A : H →ₗ[ℂ] H) : ℝ := sInf {e : ℝ | HasEigenvalue A (e : ℂ)}
```

The infimum runs over real eigenvalues; `variational_principle` below shows that it is attained when the operator is Hermitian and the space is non-zero and finite-dimensional.

```lean
/-- The Hamiltonian `a T + b V` with real weights `a` and `b`. -/
def hamiltonian (T V : H →ₗ[ℂ] H) (a b : ℝ) : H →ₗ[ℂ] H := (a : ℂ) • T + (b : ℂ) • V

/-- The ground energy `E(lam, r)` of `T / r² + lam V / r`, for coupling `lam` and
length scale `r ≠ 0`. -/
def energy (T V : H →ₗ[ℂ] H) (lam r : ℝ) : ℝ :=
  groundEnergy (hamiltonian T V (1 / r ^ 2) (lam / r))
```

`T` and `V` do not depend on `r`. The model thus fixes the particle number and the scaled basis, and leaves aside the complete-basis and thermodynamic limits.

```lean
/-- The expectation value of `a T + b V` is the weighted sum of those of `T` and `V`. -/
theorem expectation_hamiltonian (T V : H →ₗ[ℂ] H) (a b : ℝ) (x : H) :
    expectation (hamiltonian T V a b) x = a * expectation T x + b * expectation V x := by
  change (inner ℂ x ((a : ℂ) • T x + (b : ℂ) • V x)).re =
    a * (inner ℂ x (T x)).re + b * (inner ℂ x (V x)).re
  rw [inner_add_right, inner_smul_right, inner_smul_right, Complex.add_re,
    Complex.re_ofReal_mul, Complex.re_ofReal_mul]
```

This linearity in the weights drives every trial-vector argument.

```lean
/-- A real combination of Hermitian operators is Hermitian. -/
theorem hamiltonian_symmetric {T V : H →ₗ[ℂ] H} (hT : T.IsSymmetric) (hV : V.IsSymmetric)
    (a b : ℝ) : (hamiltonian T V a b).IsSymmetric := by
  intro x y
  change inner ℂ ((a : ℂ) • T x + (b : ℂ) • V x) y =
    inner ℂ x ((a : ℂ) • T y + (b : ℂ) • V y)
  simp only [inner_add_left, inner_add_right, inner_smul_left, inner_smul_right,
    Complex.conj_ofReal]
  rw [hT x y, hV x y]
```

`IsSymmetric` expresses Hermiticity, which real weights preserve.

## The least eigenvalue as a minimum

```lean
variable [FiniteDimensional ℂ H] [Nontrivial H]

/-- Variational principle: for a Hermitian operator on a non-zero finite-dimensional space the
ground energy is the least eigenvalue, it bounds the expectation value in every unit vector from
below, and some unit vector attains it. -/
theorem variational_principle {A : H →ₗ[ℂ] H} (hA : A.IsSymmetric) :
    IsLeast {e : ℝ | HasEigenvalue A (e : ℂ)} (groundEnergy A) ∧
    (∀ x : H, ‖x‖ = 1 → groundEnergy A ≤ expectation A x) ∧
    ∃ x : H, ‖x‖ = 1 ∧ expectation A x = groundEnergy A := by
  -- every real eigenvalue is the expectation value in a unit vector
  have unit : ∀ e : ℝ, HasEigenvalue A (e : ℂ) → ∃ x : H, ‖x‖ = 1 ∧ expectation A x = e := by
    intro e he
    obtain ⟨v, hv⟩ := he.exists_hasEigenvector
    have hn : ‖v‖ ≠ 0 := norm_ne_zero_iff.mpr hv.2
    have hx : ‖((‖v‖⁻¹ : ℝ) : ℂ) • v‖ = 1 := by
      rw [norm_smul, Complex.norm_real, norm_inv, norm_norm, inv_mul_cancel₀ hn]
    refine ⟨((‖v‖⁻¹ : ℝ) : ℂ) • v, hx, ?_⟩
    unfold expectation
    rw [map_smul, hv.apply_eq_smul, smul_comm, inner_smul_right, inner_self_eq_norm_sq_to_K, hx]
    simp
  -- the infimum of the Rayleigh quotient is an eigenvalue
  have hm : HasEigenvalue A ((⨅ x : {x : H // x ≠ 0},
      RCLike.re (inner ℂ (A x) (x : H)) / ‖(x : H)‖ ^ 2 : ℝ) : ℂ) :=
    hA.hasEigenvalue_iInf_of_finiteDimensional
  have hb : BddBelow (Set.range fun x : {x : H // x ≠ 0} =>
      RCLike.re (inner ℂ (A x) (x : H)) / ‖(x : H)‖ ^ 2) := by
    refine ⟨-‖LinearMap.toContinuousLinearMap A‖, ?_⟩
    rintro _ ⟨y, rfl⟩
    have hy : 0 < ‖(y : H)‖ := norm_pos_iff.mpr y.2
    have h1 := abs_le.mp ((RCLike.abs_re_le_norm (inner ℂ (A y) (y : H))).trans
      (norm_inner_le_norm _ _))
    have h2 : ‖A y‖ ≤ ‖LinearMap.toContinuousLinearMap A‖ * ‖(y : H)‖ :=
      (LinearMap.toContinuousLinearMap A).le_opNorm y
    dsimp only
    rw [le_div_iff₀ (pow_pos hy 2)]
    nlinarith [h1.1, mul_le_mul_of_nonneg_right h2 hy.le]
  have hle : ∀ x : H, ‖x‖ = 1 → (⨅ x : {x : H // x ≠ 0},
      RCLike.re (inner ℂ (A x) (x : H)) / ‖(x : H)‖ ^ 2) ≤ expectation A x := by
    intro x hx
    have hx0 : x ≠ 0 := by
      rintro rfl
      simp at hx
    refine (ciInf_le hb ⟨x, hx0⟩).trans (le_of_eq ?_)
    change RCLike.re (inner ℂ (A x) x) / ‖x‖ ^ 2 = _
    rw [hx, hA x x]
    simp [expectation]
  have least : IsLeast {e : ℝ | HasEigenvalue A (e : ℂ)} (⨅ x : {x : H // x ≠ 0},
      RCLike.re (inner ℂ (A x) (x : H)) / ‖(x : H)‖ ^ 2) := by
    refine ⟨hm, fun e he => ?_⟩
    obtain ⟨x, hx, hxe⟩ := unit e he
    exact hxe ▸ hle x hx
  have hg : groundEnergy A = _ := least.csInf_eq
  rw [hg]
  exact ⟨least, hle, unit _ hm⟩
```

Instead of an eigenbasis, the proof uses Mathlib's theorem that the infimum of the Rayleigh quotient is an eigenvalue (`hm`). The operator norm bounds the quotient from below (`hb`), which gives `hle`, the bound for unit vectors. Normalising an eigenvector (`unit`) shows that each real eigenvalue is an expectation value, so the infimum is the least of them.

## Scaling and concavity

```lean
variable {T V : H →ₗ[ℂ] H}

/-- Multiplying both weights of `a T + b V`, with `T` and `V` Hermitian, by `c ≥ 0` multiplies
the ground energy by `c`. -/
theorem groundEnergy_scale (hT : T.IsSymmetric) (hV : V.IsSymmetric) {c : ℝ} (hc : 0 ≤ c)
    (a b : ℝ) : groundEnergy (hamiltonian T V (c * a) (c * b)) =
      c * groundEnergy (hamiltonian T V a b) := by
  obtain ⟨-, h1, x, hx, hxe⟩ := variational_principle (hamiltonian_symmetric hT hV a b)
  obtain ⟨-, h2, y, hy, hye⟩ :=
    variational_principle (hamiltonian_symmetric hT hV (c * a) (c * b))
  have h3 := h2 x hx
  have h4 := mul_le_mul_of_nonneg_left (h1 y hy) hc
  rw [expectation_hamiltonian] at hxe hye h3 h4
  apply le_antisymm
  · rw [← hxe]
    linarith
  · rw [← hye]
    linarith
```

Each Hamiltonian's ground vector serves as a trial vector for the other, giving the two inequalities.

```lean
/-- Coupling-constant scaling: for Hermitian `T`, `V` and positive `lam`, `r`, the energy at
coupling `lam` is `lam²` times the energy at full coupling and length scale `lam r`. -/
theorem coupling_scaling (hT : T.IsSymmetric) (hV : V.IsSymmetric) {lam r : ℝ}
    (hl : 0 < lam) (hr : 0 < r) : energy T V lam r = lam ^ 2 * energy T V 1 (lam * r) := by
  have h1 : lam ^ 2 * (1 / (lam * r) ^ 2) = 1 / r ^ 2 := by field_simp
  have h2 : lam ^ 2 * (1 / (lam * r)) = lam / r := by field_simp
  unfold energy
  rw [← groundEnergy_scale hT hV (sq_nonneg lam), h1, h2]
```

`h1` and `h2` match the weights of T and V.

```lean
/-- For Hermitian `T`, `V` and `r > 0`, `r² E(1, r)` is the ground energy of `T + r V`. -/
theorem sq_mul_energy (hT : T.IsSymmetric) (hV : V.IsSymmetric) {r : ℝ} (hr : 0 < r) :
    r ^ 2 * energy T V 1 r = groundEnergy (hamiltonian T V 1 r) := by
  have h1 : r ^ 2 * (1 / r ^ 2) = 1 := by field_simp
  have h2 : r ^ 2 * (1 / r) = r := by field_simp
  unfold energy
  rw [← groundEnergy_scale hT hV (sq_nonneg r), h1, h2]

/-- For Hermitian `T` and `V`, `r² E(1, r)` is a concave function of `r > 0`. -/
theorem sq_mul_energy_concave (hT : T.IsSymmetric) (hV : V.IsSymmetric) :
    ConcaveOn ℝ (Set.Ioi 0) (fun r => r ^ 2 * energy T V 1 r) := by
  refine ⟨convex_Ioi 0, fun r hr s hs a b ha hb hab => ?_⟩
  have hp : 0 < a • r + b • s := (convex_Ioi (0 : ℝ)) hr hs ha hb hab
  dsimp only
  rw [sq_mul_energy hT hV hr, sq_mul_energy hT hV hs, sq_mul_energy hT hV hp]
  simp only [smul_eq_mul]
  -- the ground vector at the intermediate scale is a trial vector at both ends
  obtain ⟨-, -, x, hx, hxe⟩ :=
    variational_principle (hamiltonian_symmetric hT hV 1 (a * r + b * s))
  have h1 := mul_le_mul_of_nonneg_left
    ((variational_principle (hamiltonian_symmetric hT hV 1 r)).2.1 x hx) ha
  have h2 := mul_le_mul_of_nonneg_left
    ((variational_principle (hamiltonian_symmetric hT hV 1 s)).2.1 x hx) hb
  rw [expectation_hamiltonian] at hxe h1 h2
  rw [← hxe]
  linear_combination h1 + h2 + expectation T x * hab
```

`h1` and `h2` are the trial bounds at the two ends, weighted by `a` and `b`; `linear_combination` adds them using a + b = 1.

## First-order bound, scaled shift and large r

```lean
/-- First-order bound: for Hermitian `T`, `V` and `r > 0`, `E(1, r)` is at most the expectation
value of `T / r² + V / r` in any unit ground vector of `T`. -/
theorem energy_le_first_order (hT : T.IsSymmetric) (hV : V.IsSymmetric) {r : ℝ} (hr : 0 < r)
    {ψ : H} (hψ : ‖ψ‖ = 1) (hg : T ψ = (groundEnergy T : ℂ) • ψ) :
    energy T V 1 r ≤ groundEnergy T / r ^ 2 + expectation V ψ / r := by
  have ht : expectation T ψ = groundEnergy T := by
    unfold expectation
    rw [hg, inner_smul_right, inner_self_eq_norm_sq_to_K, hψ]
    simp
  have h := (variational_principle (hamiltonian_symmetric hT hV 1 r)).2.1 ψ hψ
  rw [expectation_hamiltonian, ht, ← sq_mul_energy hT hV hr] at h
  have e : groundEnergy T / r ^ 2 + expectation V ψ / r =
      (1 * groundEnergy T + r * expectation V ψ) / r ^ 2 := by field_simp
  rw [e, le_div_iff₀ (pow_pos hr 2)]
  linarith
```

The hypothesis `hg` says that `ψ` is a ground vector of `T`. If the level is degenerate, any unit vector in it will do.

```lean
/-- For Hermitian `T` and `V`, with `t₀` the ground energy of `T`, the scaled energy shift
`r (E(1, r) - t₀ / r²)` never increases as `r > 0` grows. -/
theorem scaled_shift_antitone (hT : T.IsSymmetric) (hV : V.IsSymmetric) :
    AntitoneOn (fun r => r * (energy T V 1 r - groundEnergy T / r ^ 2)) (Set.Ioi 0) := by
  have e : ∀ r : ℝ, 0 < r → r * (energy T V 1 r - groundEnergy T / r ^ 2) =
      (groundEnergy (hamiltonian T V 1 r) - groundEnergy T) / r := by
    intro r hr
    rw [← sq_mul_energy hT hV hr]
    field_simp
  intro r hr s hs hrs
  have hr' : 0 < r := hr
  have hs' : 0 < s := hs
  dsimp only
  rw [e r hr', e s hs', div_le_div_iff₀ hs' hr']
  -- the ground vector at scale r is a trial vector at scale s and for T alone
  obtain ⟨-, -, x, hx, hxe⟩ := variational_principle (hamiltonian_symmetric hT hV 1 r)
  have h1 := (variational_principle (hamiltonian_symmetric hT hV 1 s)).2.1 x hx
  have h2 := (variational_principle hT).2.1 x hx
  rw [expectation_hamiltonian] at hxe h1
  rw [← hxe]
  nlinarith [mul_le_mul_of_nonneg_right h1 hr'.le,
    mul_nonneg (sub_nonneg.mpr h2) (sub_nonneg.mpr hrs)]
```

After cross-multiplication, `nlinarith` combines the trial bound at `s` with (⟨T⟩ − t₀)(s − r) ≥ 0.

```lean
/-- Low-density limit: for Hermitian `T` and `V`, `r E(1, r)` tends to the ground energy of `V`
as `r` tends to infinity. -/
theorem low_density_limit (hT : T.IsSymmetric) (hV : V.IsSymmetric) :
    Tendsto (fun r => r * energy T V 1 r) atTop (𝓝 (groundEnergy V)) := by
  have e : ∀ r : ℝ, 0 < r →
      r * energy T V 1 r = groundEnergy (hamiltonian T V r⁻¹ 1) := by
    intro r hr
    have h1 : r * (1 / r ^ 2) = r⁻¹ := by field_simp
    have h2 : r * (1 / r) = 1 := by field_simp
    unfold energy
    rw [← groundEnergy_scale hT hV hr.le, h1, h2]
  have lim : ∀ c : ℝ, Tendsto (fun r : ℝ => r⁻¹ * c + groundEnergy V) atTop
      (𝓝 (groundEnergy V)) := by
    intro c
    have h := (tendsto_inv_atTop_zero (𝕜 := ℝ)).mul_const c |>.add_const (groundEnergy V)
    rwa [zero_mul, zero_add] at h
  obtain ⟨-, hv, φ, hφ, hφe⟩ := variational_principle hV
  -- squeeze between the separate minima and the ground vector of V
  refine tendsto_of_tendsto_of_tendsto_of_le_of_le' (lim (groundEnergy T))
    (lim (expectation T φ)) ?_ ?_
  · filter_upwards [eventually_gt_atTop (0 : ℝ)] with r hr
    obtain ⟨-, -, y, hy, hye⟩ := variational_principle (hamiltonian_symmetric hT hV r⁻¹ 1)
    have h1 := mul_le_mul_of_nonneg_left ((variational_principle hT).2.1 y hy)
      (inv_pos.mpr hr).le
    rw [e r hr, ← hye, expectation_hamiltonian]
    linarith [hv y hy]
  · filter_upwards [eventually_gt_atTop (0 : ℝ)] with r hr
    have h := (variational_principle (hamiltonian_symmetric hT hV r⁻¹ 1)).2.1 φ hφ
    rw [expectation_hamiltonian, hφe] at h
    rw [e r hr]
    linarith

end

end JelliumCouplingScaling
```

The two `filter_upwards` blocks prove the lower and upper bounds for r > 0, and `lim` supplies their common limit.

```lean
#print axioms JelliumCouplingScaling.coupling_scaling
-- 'JelliumCouplingScaling.coupling_scaling' depends on axioms: [propext, Classical.choice, Quot.sound]
#print axioms JelliumCouplingScaling.sq_mul_energy_concave
-- 'JelliumCouplingScaling.sq_mul_energy_concave' depends on axioms: [propext, Classical.choice, Quot.sound]
#print axioms JelliumCouplingScaling.scaled_shift_antitone
-- 'JelliumCouplingScaling.scaled_shift_antitone' depends on axioms: [propext, Classical.choice, Quot.sound]
#print axioms JelliumCouplingScaling.low_density_limit
-- 'JelliumCouplingScaling.low_density_limit' depends on axioms: [propext, Classical.choice, Quot.sound]
```
